# Nearly empty or full orbitals: binary entropies sum to at most $L\varepsilon(1-\ln\varepsilon)$

Let $L$ spin-orbitals have occupations $n_k\in[0,1]$ with $\min(n_k,1-n_k)\le\varepsilon$, where $0\le\varepsilon\le1$. Then

$$\sum_k h(n_k)\le L\,\varepsilon(1-\ln\varepsilon),\qquad h(n)=-n\ln n-(1-n)\ln(1-n),$$

with $0\ln0=0$. In a pure state of fixed particle number, $h(n_k)$ is the entanglement entropy of spin-orbital $k$ with all the others. Applied to one orbital at a time, the bound therefore says that in such a state a nearly empty or full orbital is only weakly entangled with the rest. This holds in any orthonormal basis of spin-orbitals, natural orbitals included.

## Bounding one orbital, then summing

Exchanging particles and holes leaves $h$ unchanged, so $h(n)=h(m)$ with $m=\min(n,1-n)\le\tfrac12$. The inequality $\ln y\ge1-1/y$ at $y=1-m$, multiplied by $1-m$, gives $(1-m)\ln(1-m)\ge-m$. Hence
$$h(m)\le m(1-\ln m).$$

To replace $m$ by $\varepsilon$, take $0<m\le\varepsilon\le1$ and use the same inequality at $y=m/\varepsilon$. Multiplied by $m$, it reads $m\ln m-m\ln\varepsilon\ge m-\varepsilon$, so
$$m(1-\ln m)\le\varepsilon-m\ln\varepsilon\le\varepsilon(1-\ln\varepsilon),$$
the last step because $-\ln\varepsilon\ge0$. For $m=0$ the left side vanishes and the right side is non-negative. Summing over $k$ gives the result.

Conversely, suppose $0\le\varepsilon\le\min(n_k,1-n_k)$ for every $k$. Since $h'(x)=\ln\frac{1-x}{x}\ge0$ on $(0,\tfrac12]$, we have $h(n_k)\ge h(\varepsilon)$. From $\ln(1-\varepsilon)\le-\varepsilon$ follows
$$h(\varepsilon)\ge-\varepsilon\ln\varepsilon+\varepsilon(1-\varepsilon)=\varepsilon(1-\ln\varepsilon)-\varepsilon^2.$$
When every orbital is at distance exactly $\varepsilon$ from empty or full, the upper bound thus exceeds the true sum by at most $\varepsilon^2$ per orbital.

## Entropy of independently filled orbitals

Fill the orbitals independently. A configuration $s$ has probability $p(s)=\prod_k w_k(s_k)$, where $w_k$ is $n_k$ for a filled orbital and $1-n_k$ for an empty one. For any function $g$ of the filling of orbital $k$, the factors of the other orbitals sum to one, so
$$\sum_s p(s)\,g(s_k)=n_k\,g(\text{filled})+(1-n_k)\,g(\text{empty}).$$
Where $p(s)\ne0$, $\ln p(s)=\sum_k\ln w_k(s_k)$. Taking $g=\ln w_k$ and summing over $k$ gives $-\sum_s p\ln p=\sum_k h(n_k)$, and the same upper bound applies.

## Occupations and entropies in Lean

The finite type `ι` labels the spin-orbitals, `Fintype.card ι` is $L$, and `n : ι → ℝ` lists the occupations.

```lean
import Mathlib

open Finset

namespace NaturalOrbitalEntropy

noncomputable section

variable {ι : Type*} [Fintype ι]
```

Entropies are in natural units. Lean sets `Real.log 0 = 0`, which agrees with the convention $0\ln0=0$.

```lean
/-- Binary entropy `-n ln n - (1-n) ln (1-n)` of an orbital with occupation `n` in `[0,1]`,
with the convention `0 ln 0 = 0`. -/
def orbitalEntropy (n : ℝ) : ℝ := -n * Real.log n - (1 - n) * Real.log (1 - n)
```

A configuration is a function `s : ι → Bool`, with `true` for filled. The next three definitions are $w_k$, $p(s)$ and $-\sum_s p\ln p$.

```lean
/-- Probability that an orbital of mean occupation `n` is filled (`true`) or empty (`false`). -/
def fillWeight (n : ℝ) (b : Bool) : ℝ := if b then n else 1 - n

/-- Probability of the occupation configuration `s` when the orbitals are filled
independently with mean occupations `n k`. -/
def configWeight (n : ι → ℝ) (s : ι → Bool) : ℝ := ∏ k, fillWeight (n k) (s k)

/-- Entropy `-∑ p ln p` over all occupation configurations of independently filled orbitals. -/
def ensembleEntropy [DecidableEq ι] (n : ι → ℝ) : ℝ :=
  -∑ s : ι → Bool, configWeight n s * Real.log (configWeight n s)
```

The independent ensemble is a model: a correlated state generally has a different configuration distribution. The occupations are inputs, not computed from a Hamiltonian.

## The one-orbital inequalities

Particle-hole symmetry is proved by asking which of $n$ and $1-n$ is smaller.

```lean
/-- The entropy of an orbital depends only on its distance `min(n, 1-n)` from being
empty or full. -/
theorem orbitalEntropy_eq_min (n : ℝ) :
    orbitalEntropy n = orbitalEntropy (min n (1 - n)) := by
  rcases le_total n (1 - n) with h | h
  · rw [min_eq_left h]
  · rw [min_eq_right h]
    unfold orbitalEntropy
    rw [sub_sub_cancel]
    ring
```

Here `h2` is the logarithm inequality multiplied by $1-x$, and `h3` simplifies its left side to $-x$.

```lean
/-- An orbital with occupation `x < 1` has entropy at most `x (1 - ln x)`. -/
theorem orbitalEntropy_le {x : ℝ} (hx : x < 1) :
    orbitalEntropy x ≤ x * (1 - Real.log x) := by
  have hp : 0 < 1 - x := by linarith
  -- the hole term is at most `x`, because `ln y ≥ 1 - 1/y`
  have h2 := mul_le_mul_of_nonneg_left (Real.one_sub_inv_le_log_of_pos hp) hp.le
  have h3 : (1 - x) * (1 - (1 - x)⁻¹) = -x := by
    rw [mul_sub, mul_inv_cancel₀ hp.ne']
    ring
  rw [h3] at h2
  unfold orbitalEntropy
  nlinarith [h2]
```

The monotonicity proof treats $x=0$ separately and otherwise uses the ratio $x/\varepsilon$, as above; `nlinarith` supplies the final combination with $(\varepsilon-x)(-\ln\varepsilon)\ge0$.

```lean
/-- The bound `x (1 - ln x)` does not decrease as `x` grows within `[0,1]`. -/
theorem entropyBound_mono {x ε : ℝ} (hx : 0 ≤ x) (hxε : x ≤ ε) (hε : ε ≤ 1) :
    x * (1 - Real.log x) ≤ ε * (1 - Real.log ε) := by
  have hlog : Real.log ε ≤ 0 := Real.log_nonpos (hx.trans hxε) hε
  rcases hx.eq_or_lt with h0 | hx0
  · rw [← h0, zero_mul]
    exact mul_nonneg (hx.trans hxε) (by linarith)
  · have hε0 : 0 < ε := lt_of_lt_of_le hx0 hxε
    have h1 := Real.one_sub_inv_le_log_of_pos (div_pos hx0 hε0)
    rw [Real.log_div hx0.ne' hε0.ne', inv_div] at h1
    have h2 := mul_le_mul_of_nonneg_left h1 hx0.le
    have h3 : x * (1 - ε / x) = x - ε := by
      rw [mul_sub, mul_one, mul_div_cancel₀ _ hx0.ne']
    rw [h3] at h2
    nlinarith [h2, mul_nonneg (sub_nonneg.mpr hxε) (neg_nonneg.mpr hlog)]
```

## Upper and lower bounds for the sum

The hypotheses `h0` and `h1` place the occupations in $[0,1]$, and `h` is the distance condition. The local statement `hk` chains the three lemmas for one orbital, and the `calc` block sums it. There is no hypothesis $0\le\varepsilon$, since a single orbital already forces it and without orbitals both sides are zero.

```lean
/-- If all occupations lie in `[0,1]` and each is within `ε ≤ 1` of empty or full, the
binary entropies of the `L` orbitals sum to at most `L ε (1 - ln ε)`. -/
theorem sum_orbitalEntropy_le (n : ι → ℝ) {ε : ℝ} (h0 : ∀ k, 0 ≤ n k) (h1 : ∀ k, n k ≤ 1)
    (hε : ε ≤ 1) (h : ∀ k, min (n k) (1 - n k) ≤ ε) :
    ∑ k, orbitalEntropy (n k) ≤ Fintype.card ι * (ε * (1 - Real.log ε)) := by
  have hk : ∀ k, orbitalEntropy (n k) ≤ ε * (1 - Real.log ε) := by
    intro k
    have hm0 : 0 ≤ min (n k) (1 - n k) := le_min (h0 k) (by linarith [h1 k])
    have hm1 : min (n k) (1 - n k) < 1 := by
      linarith [min_le_left (n k) (1 - n k), min_le_right (n k) (1 - n k)]
    rw [orbitalEntropy_eq_min]
    exact (orbitalEntropy_le hm1).trans (entropyBound_mono hm0 (h k) hε)
  calc ∑ k, orbitalEntropy (n k) ≤ ∑ _k : ι, ε * (1 - Real.log ε) :=
        Finset.sum_le_sum fun k _ => hk k
    _ = Fintype.card ι * (ε * (1 - Real.log ε)) := by
        rw [Finset.sum_const, Finset.card_univ, nsmul_eq_mul]
```

For the lower bound, `hbin` identifies $h$ with Mathlib's `Real.binEntropy`, whose monotonicity up to half filling is then available. The logarithm estimate `h2` does the rest.

```lean
/-- If every occupation is at least `ε ≥ 0` away from both empty and full, the binary
entropies of the `L` orbitals sum to at least `L (ε (1 - ln ε) - ε²)`. -/
theorem le_sum_orbitalEntropy (n : ι → ℝ) {ε : ℝ} (hε : 0 ≤ ε)
    (h : ∀ k, ε ≤ min (n k) (1 - n k)) :
    Fintype.card ι * (ε * (1 - Real.log ε) - ε ^ 2) ≤ ∑ k, orbitalEntropy (n k) := by
  have hbin : ∀ x, Real.binEntropy x = orbitalEntropy x := by
    intro x
    unfold Real.binEntropy orbitalEntropy
    rw [Real.log_inv, Real.log_inv]
    ring
  have hk : ∀ k, ε * (1 - Real.log ε) - ε ^ 2 ≤ orbitalEntropy (n k) := by
    intro k
    have hm : min (n k) (1 - n k) ≤ 2⁻¹ := by
      linarith [min_le_left (n k) (1 - n k), min_le_right (n k) (1 - n k)]
    -- binary entropy increases up to half filling
    have hmono := Real.binEntropy_strictMonoOn.monotoneOn
      ⟨hε, (h k).trans hm⟩ ⟨hε.trans (h k), hm⟩ (h k)
    rw [hbin, hbin, ← orbitalEntropy_eq_min] at hmono
    have hp : 0 < 1 - ε := by linarith [h k]
    have h2 := mul_le_mul_of_nonneg_left (Real.log_le_sub_one_of_pos hp) hp.le
    refine le_trans ?_ hmono
    unfold orbitalEntropy
    nlinarith [h2]
  calc Fintype.card ι * (ε * (1 - Real.log ε) - ε ^ 2)
      = ∑ _k : ι, (ε * (1 - Real.log ε) - ε ^ 2) := by
        rw [Finset.sum_const, Finset.card_univ, nsmul_eq_mul]
    _ ≤ ∑ k, orbitalEntropy (n k) := Finset.sum_le_sum fun k _ => hk k
```

## Additivity over configurations

To average a one-orbital quantity, the proof inserts $g$ into the factor of orbital $k$ and a 1 into every other factor. `Finset.prod_univ_sum` then turns the sum over configurations into a product of two-term sums.

```lean
/-- For independently filled orbitals, the average of a quantity `g` that depends only on
the filling of orbital `k` is `n k * g true + (1 - n k) * g false`. -/
theorem sum_configWeight_mul [DecidableEq ι] (n : ι → ℝ) (k : ι) (g : Bool → ℝ) :
    ∑ s : ι → Bool, configWeight n s * g (s k) = n k * g true + (1 - n k) * g false := by
  calc ∑ s : ι → Bool, configWeight n s * g (s k)
      = ∑ s : ι → Bool, ∏ i, (fillWeight (n i) (s i) * if i = k then g (s i) else 1) := by
        refine Finset.sum_congr rfl fun s _ => ?_
        simp only [configWeight, Finset.prod_mul_distrib, Finset.prod_ite_eq',
          Finset.mem_univ, ↓reduceIte]
    -- the sum over configurations factorizes over orbitals
    _ = ∏ i, ∑ b : Bool, (fillWeight (n i) b * if i = k then g b else 1) := by
        rw [Finset.prod_univ_sum, Fintype.piFinset_univ]
    _ = ∏ i, if i = k then n k * g true + (1 - n k) * g false else 1 := by
        refine Finset.prod_congr rfl fun i _ => ?_
        by_cases h : i = k
        · simp [fillWeight, h]
        · simp [fillWeight, h]
    _ = n k * g true + (1 - n k) * g false := by simp
```

In the additivity theorem, `hlog` splits the logarithm and handles configurations of zero weight separately. `Finset.sum_comm` exchanges the sums over configurations and orbitals, after which the averaging lemma applies.

```lean
/-- The configuration entropy of independently filled orbitals is the sum of their
binary entropies. -/
theorem ensembleEntropy_eq_sum [DecidableEq ι] (n : ι → ℝ) :
    ensembleEntropy n = ∑ k, orbitalEntropy (n k) := by
  -- the logarithm of a product weight splits; configurations of zero weight drop out
  have hlog : ∀ s : ι → Bool, configWeight n s * Real.log (configWeight n s) =
      ∑ k, configWeight n s * Real.log (fillWeight (n k) (s k)) := by
    intro s
    rw [← Finset.mul_sum]
    by_cases h : configWeight n s = 0
    · rw [h, zero_mul, zero_mul]
    · unfold configWeight at h ⊢
      rw [Real.log_prod]
      intro k hk
      exact Finset.prod_ne_zero_iff.mp h k hk
  unfold ensembleEntropy
  rw [Finset.sum_congr rfl fun s _ => hlog s, Finset.sum_comm, ← Finset.sum_neg_distrib]
  refine Finset.sum_congr rfl fun k _ => ?_
  have h : ∑ s : ι → Bool, configWeight n s * Real.log (fillWeight (n k) (s k)) = _ :=
    sum_configWeight_mul n k (fun b => Real.log (fillWeight (n k) b))
  rw [h]
  simp only [fillWeight, orbitalEntropy, ↓reduceIte, Bool.false_eq_true]
  ring
```

Rewriting with this identity carries the upper bound over to the ensemble.

```lean
/-- Independently filled orbitals with occupations in `[0,1]`, each within `ε ≤ 1` of empty
or full, have configuration entropy at most `L ε (1 - ln ε)`. -/
theorem ensembleEntropy_le [DecidableEq ι] (n : ι → ℝ) {ε : ℝ} (h0 : ∀ k, 0 ≤ n k)
    (h1 : ∀ k, n k ≤ 1) (hε : ε ≤ 1) (h : ∀ k, min (n k) (1 - n k) ≤ ε) :
    ensembleEntropy n ≤ Fintype.card ι * (ε * (1 - Real.log ε)) := by
  rw [ensembleEntropy_eq_sum]
  exact sum_orbitalEntropy_le n h0 h1 hε h

end

end NaturalOrbitalEntropy
```

```lean
#print axioms NaturalOrbitalEntropy.sum_orbitalEntropy_le
-- 'NaturalOrbitalEntropy.sum_orbitalEntropy_le' depends on axioms: [propext, Classical.choice, Quot.sound]
#print axioms NaturalOrbitalEntropy.le_sum_orbitalEntropy
-- 'NaturalOrbitalEntropy.le_sum_orbitalEntropy' depends on axioms: [propext, Classical.choice, Quot.sound]
#print axioms NaturalOrbitalEntropy.ensembleEntropy_le
-- 'NaturalOrbitalEntropy.ensembleEntropy_le' depends on axioms: [propext, Classical.choice, Quot.sound]
```
